# The rank-one part of a finite, non-resonant two-photon tensor carries the factor $v-w$

Take one intermediate state of energy $e$, measured from the initial state. The photon absorbed first drives the transition into it along $x$, with transition vector $a=(1,0,0)$, and the photon absorbed second drives the transition out of it along $y$, with $b=(0,1,0)$. The photons have energies $v$ and $w$, and either may be absorbed first. Number the axes $0,1,2$, and let the first index of the two-photon tensor belong to the photon of energy $v$ and the second to the photon of energy $w$. The tensor then has only two nonzero components,

$$T_{01}=\frac1{e-v},\qquad T_{10}=\frac1{e-w},$$

one from each ordering. Their difference is

$$T_{01}-T_{10}=\frac{(e-w)-(e-v)}{(e-v)(e-w)}=\frac{v-w}{(e-v)(e-w)}.$$

For $e=3$, $v=1$, $w=2$ the components are $1/2$ and $1$, and both sides equal $-1/2$. For $v=w=1$ both components are $1/2$, and the antisymmetric part is gone.

```lean
import Mathlib

open Matrix

namespace TwoPhotonRankOne

noncomputable section

variable {ι : Type*} [Fintype ι]
```

## Each intermediate state has one energy and one pair of vectors

In general, state $n$ has transition vectors $a_n,b_n\in\mathbb C^3$ and a real energy $e_n$, measured from the initial state in the same units as $v$ and $w$:

$$T_{ij}=\sum_n\left[\frac{a_{ni}b_{nj}}{e_n-v}+\frac{a_{nj}b_{ni}}{e_n-w}\right].$$

The index $i$ belongs to the photon of energy $v$, and $j$ to the photon of energy $w$. In Lean, `ι` is the finite set of states and `twoPhotonTensor a b e v w` is the matrix $T$. The model has no continuum, no linewidths and no dependence of the vectors on photon momentum. Energy conservation and positive photon energies are not imposed.

Both orderings use the same $e_n$, and the cancellation depends on this. If the opening example had energies $e$ and $e'\neq e$ in its two denominators, $T_{01}-T_{10}$ would be nonzero at $v=w$. Finiteness lets the two sums be subtracted term by term; an infinite sum would first need a convergence argument.

```lean
/-- The two-photon transition tensor: a sum over intermediate states `n` of both photon orderings,
with transition vectors `a n`, `b n`, energies `e n` and photon energies `v`, `w`. The formula is
physically meaningful only if `e n ≠ v` and `e n ≠ w` for all `n`; the definition does not require
this, and Lean evaluates a term with a zero denominator as zero. -/
def twoPhotonTensor (a b : ι → Fin 3 → ℂ) (e : ι → ℝ) (v w : ℝ) : Matrix (Fin 3) (Fin 3) ℂ :=
  Matrix.of fun i j => ∑ n, (a n i * b n j / ((e n : ℂ) - v) + a n j * b n i / ((e n : ℂ) - w))
```

The rank-one part of $T$ is its antisymmetric part, written as the vector $t_k=\tfrac12\sum_{ij}\varepsilon_{kij}T_{ij}$, where $\varepsilon$ is the Levi-Civita symbol. Thus $t_0=(T_{12}-T_{21})/2$, and the other components follow cyclically.

```lean
/-- The rank-one part of a Cartesian tensor, written as the axial vector of its
antisymmetric part. -/
def axialVector (T : Matrix (Fin 3) (Fin 3) ℂ) : Fin 3 → ℂ :=
  ![(T 1 2 - T 2 1) / 2, (T 2 0 - T 0 2) / 2, (T 0 1 - T 1 0) / 2]
```

The rank-two part is $Q=\tfrac12(T+T^{\mathsf T})-\tfrac13(\operatorname{tr}T)\,1$.

```lean
/-- The rank-two part of a Cartesian tensor: its symmetric part with the trace removed. -/
def quadrupolePart (T : Matrix (Fin 3) (Fin 3) ℂ) : Matrix (Fin 3) (Fin 3) ℂ :=
  (1 / 2 : ℂ) • (T + Tᵀ) - (T.trace / 3) • (1 : Matrix (Fin 3) (Fin 3) ℂ)
```

Since the antisymmetric part has entries $\sum_k\varepsilon_{ijk}t_k$, contracting $T$ with polarizations $p$ and $q$ gives

$$p\cdot Tq=\tfrac13(\operatorname{tr}T)\,p\cdot q+t\cdot(p\times q)+p\cdot Qq.$$

This holds for every complex $3\times3$ matrix. The dot products contain no complex conjugation. The proof expands both sides into components with `simp` and compares them with `ring`.

```lean
/-- The amplitude for polarizations `p` and `q` is the sum of a scalar term in `p · q`, an axial
term in `p × q`, and a symmetric traceless term. -/
theorem amplitude_decomposition (T : Matrix (Fin 3) (Fin 3) ℂ) (p q : Fin 3 → ℂ) :
    p ⬝ᵥ (T *ᵥ q) = T.trace / 3 * (p ⬝ᵥ q) + axialVector T ⬝ᵥ (p ⨯₃ q)
      + p ⬝ᵥ (quadrupolePart T *ᵥ q) := by
  simp [axialVector, quadrupolePart, dotProduct, Matrix.mulVec, Fin.sum_univ_three,
    cross_apply, Matrix.trace, Matrix.one_apply]
  ring
```

## The rotation is orthogonal and proper

The name "rank one" requires $t$ to rotate as a vector. The hypotheses `hR` and `hdet` say that $RR^{\mathsf T}=1$ and $\det R=1$; ordinary spatial rotations are the real matrices of this kind.

For any $R$, the tensor $RTR^{\mathsf T}$ has the axial vector $\operatorname{cof}(R)\,t$, because

$$\sum_{ij}\varepsilon_{kij}R_{il}R_{jm}=\sum_c\operatorname{cof}(R)_{kc}\,\varepsilon_{clm}.$$

The hypotheses enter only afterwards: they give $\operatorname{adj}(R)=R^{-1}=R^{\mathsf T}$, so the cofactor matrix, which is the transposed adjugate, is $R$ itself. In the proof, `hcof` is the general identity and `hadj` is the step that uses the hypotheses.

Without $\det R=1$, inversion $R=-1$ is allowed. It leaves $T$ and $t$ unchanged, whereas $Rt=-t$. Without orthogonality, $R=\operatorname{diag}(2,\tfrac12,1)$ sends $t=(1,0,0)$ to $(\tfrac12,0,0)$, whereas $Rt=(2,0,0)$.

```lean
/-- Under a proper rotation `R` of the tensor, the axial vector rotates as a vector. -/
theorem axialVector_rotation (R T : Matrix (Fin 3) (Fin 3) ℂ) (hR : R * Rᵀ = 1)
    (hdet : R.det = 1) : axialVector (R * T * Rᵀ) = R *ᵥ axialVector T := by
  -- for any matrix, the axial vector transforms with the cofactor matrix
  have hcof : axialVector (R * T * Rᵀ) = R.adjugateᵀ *ᵥ axialVector T := by
    ext k
    fin_cases k <;>
      simp [axialVector, Matrix.adjugate_fin_three, Matrix.mul_apply, Matrix.mulVec,
        dotProduct, Fin.sum_univ_three] <;> ring
  -- for a proper rotation, the cofactor matrix is the rotation itself
  have hadj : R.adjugate = Rᵀ := by
    calc R.adjugate = R.adjugate * (R * Rᵀ) := by rw [hR, mul_one]
      _ = (R.adjugate * R) * Rᵀ := by rw [mul_assoc]
      _ = Rᵀ := by rw [Matrix.adjugate_mul, hdet, one_smul, one_mul]
  rw [hcof, hadj, Matrix.transpose_transpose]
```

## No intermediate state is resonant with either photon

The hypotheses `hv` and `hw` say that $e_n\neq v$ and $e_n\neq w$ for every $n$: neither photon alone reaches an intermediate level. At such a resonance the undamped amplitude has a pole, and a physical treatment needs a linewidth.

Exchanging $i$ and $j$ in $T$ and subtracting gives

$$T_{ij}-T_{ji}=\sum_n(a_{ni}b_{nj}-a_{nj}b_{ni})\left[\frac1{e_n-v}-\frac1{e_n-w}\right].$$

Non-resonance permits the common denominator, and the bracket becomes $(v-w)/[(e_n-v)(e_n-w)]$. Hence

$$T_{ij}-T_{ji}=(v-w)\sum_n\frac{a_{ni}b_{nj}-a_{nj}b_{ni}}{(e_n-v)(e_n-w)}.$$

The proof first reduces the claim to a single $n$. There `hv'` and `hw'` supply the nonzero denominators, `field_simp` clears them, and `ring` finishes.

The formula can fail if a state has $e_n=v\neq w$. Put $e=v=2$ and $w=1$ in the opening example. Lean sets division by zero to zero, so the left side is $0-1=-1$ and the right side is $0$.

```lean
/-- Away from resonance, the antisymmetric part of the two-photon tensor is proportional to the
difference of the photon energies. -/
theorem twoPhotonTensor_sub_swap (a b : ι → Fin 3 → ℂ) (e : ι → ℝ) (v w : ℝ)
    (hv : ∀ n, e n ≠ v) (hw : ∀ n, e n ≠ w) (i j : Fin 3) :
    twoPhotonTensor a b e v w i j - twoPhotonTensor a b e v w j i =
      ((v : ℂ) - w) * ∑ n, (a n i * b n j - a n j * b n i) /
        (((e n : ℂ) - v) * ((e n : ℂ) - w)) := by
  simp only [twoPhotonTensor, Matrix.of_apply]
  rw [← Finset.sum_sub_distrib, Finset.mul_sum]
  refine Finset.sum_congr rfl fun n _ => ?_
  -- both energy denominators are nonzero, so the orderings share a common denominator
  have hv' : (e n : ℂ) - v ≠ 0 := sub_ne_zero.mpr (by exact_mod_cast hv n)
  have hw' : (e n : ℂ) - w ≠ 0 := sub_ne_zero.mpr (by exact_mod_cast hw n)
  field_simp
  ring
```

The differences $a_{ni}b_{nj}-a_{nj}b_{ni}$ for the index pairs $(1,2)$, $(2,0)$ and $(0,1)$ are the components of $a_n\times b_n$. Halving the formula therefore gives

$$t=\frac{v-w}2\sum_n\frac{a_n\times b_n}{(e_n-v)(e_n-w)}.$$

In the proof, `key` is the halved formula, and the three final lines apply it to these pairs. For the opening numbers, $t=(0,0,-\tfrac14)$.

```lean
/-- Away from resonance, the rank-one part of the two-photon tensor is half the photon energy
difference times a weighted sum of the cross products `a n × b n`. -/
theorem axialVector_twoPhotonTensor (a b : ι → Fin 3 → ℂ) (e : ι → ℝ) (v w : ℝ)
    (hv : ∀ n, e n ≠ v) (hw : ∀ n, e n ≠ w) :
    axialVector (twoPhotonTensor a b e v w) =
      (((v : ℂ) - w) / 2) • ∑ n, (((e n : ℂ) - v) * ((e n : ℂ) - w))⁻¹ • (a n ⨯₃ b n) := by
  have key : ∀ i j, (twoPhotonTensor a b e v w i j - twoPhotonTensor a b e v w j i) / 2 =
      (((v : ℂ) - w) / 2) * ∑ n, (((e n : ℂ) - v) * ((e n : ℂ) - w))⁻¹ *
        (a n i * b n j - a n j * b n i) := by
    intro i j
    rw [twoPhotonTensor_sub_swap a b e v w hv hw, mul_div_right_comm]
    congr 1
    exact Finset.sum_congr rfl fun n _ => div_eq_inv_mul _ _
  -- the three components are the index pairs yz, zx, xy
  ext k
  fin_cases k
  · simpa [axialVector, cross_apply, Finset.sum_apply] using key 1 2
  · simpa [axialVector, cross_apply, Finset.sum_apply] using key 2 0
  · simpa [axialVector, cross_apply, Finset.sum_apply] using key 0 1
```

A number times a vector vanishes only if one of them does. So $t=0$ exactly when $v=w$ or the weighted sum of cross products is zero; the proof applies `smul_eq_zero` to the product.

```lean
/-- Away from resonance, the rank-one part vanishes exactly when the photon energies are equal or
the weighted sum of the cross products `a n × b n` is zero. -/
theorem axialVector_eq_zero_iff (a b : ι → Fin 3 → ℂ) (e : ι → ℝ) (v w : ℝ)
    (hv : ∀ n, e n ≠ v) (hw : ∀ n, e n ≠ w) :
    axialVector (twoPhotonTensor a b e v w) = 0 ↔
      v = w ∨ ∑ n, (((e n : ℂ) - v) * ((e n : ℂ) - w))⁻¹ • (a n ⨯₃ b n) = 0 := by
  have h : ((v : ℂ) - w) / 2 = 0 ↔ v = w := by simp [sub_eq_zero]
  rw [axialVector_twoPhotonTensor a b e v w hv hw, smul_eq_zero, h]
```

## A single state has vectors with a nonzero cross product

The hypothesis `hab` says that $a\times b\neq0$: the two transition vectors are not proportional, even with a complex factor. By hand, it makes the one-term sum $(a\times b)/[(e-v)(e-w)]$ nonzero, which leaves $v=w$ as the only way to lose the rank-one part. The proof uses it in its last line, where `smul_ne_zero` contradicts the second alternative of the criterion.

If instead $a=b$, then $t=0$ at all non-resonant photon energies. With more than one state, nonzero cross products are not enough: two states of equal energy with vectors $(x,y)$ and $(y,x)$, where $x$ and $y$ are unit vectors along the axes, cancel because $x\times y+y\times x=0$.

```lean
/-- For a single non-resonant intermediate state whose transition vectors have a nonzero cross
product, the rank-one part vanishes only at equal photon energies, and does vanish there. -/
theorem single_state_eq_zero_iff (a b : Fin 3 → ℂ) (e v w : ℝ)
    (hv : e ≠ v) (hw : e ≠ w) (hab : a ⨯₃ b ≠ 0) :
    axialVector (twoPhotonTensor (fun _ : Unit => a) (fun _ => b) (fun _ => e) v w) = 0 ↔
      v = w := by
  rw [axialVector_eq_zero_iff _ _ _ v w (fun _ => hv) (fun _ => hw)]
  refine ⟨?_, Or.inl⟩
  rintro (h | h)
  · exact h
  · have hv' : (e : ℂ) - v ≠ 0 := sub_ne_zero.mpr (by exact_mod_cast hv)
    have hw' : (e : ℂ) - w ≠ 0 := sub_ne_zero.mpr (by exact_mod_cast hw)
    simp only [Finset.univ_unique, Finset.sum_singleton] at h
    exact absurd h (smul_ne_zero (inv_ne_zero (mul_ne_zero hv' hw')) hab)
```

## The transition has only a rank-one channel

The hypothesis `hT` says that $T^{\mathsf T}=-T$. It stands for a selection rule, as in a transition from $J=0$ to $J=1$ by two electric-dipole photons, where angular momentum removes the scalar and rank-two parts. The theorem assumes the antisymmetry and does not derive it from angular momentum.

By hand, $T_{ji}=-T_{ij}$ turns the left side of the difference formula into $2T_{ij}$, and halving gives

$$T_{ij}=\frac{v-w}2\sum_n\frac{a_{ni}b_{nj}-a_{nj}b_{ni}}{(e_n-v)(e_n-w)}.$$

In the proof, `h2` is the antisymmetry for one pair of indices, and `linear_combination` adds it to the difference formula and halves the sum. Away from resonance, within this finite, undamped dipole model, such a transition is therefore forbidden for two photons of equal energy, whatever their polarizations.

Without antisymmetry the conclusion can fail: the opening example at $e=3$, $v=w=1$ has $T_{01}=\tfrac12$, where the formula would give $0$.

```lean
/-- If the non-resonant two-photon tensor is purely antisymmetric, then every one of its
components carries the photon energy difference as a factor. -/
theorem antisymmetric_channel (a b : ι → Fin 3 → ℂ) (e : ι → ℝ) (v w : ℝ)
    (hv : ∀ n, e n ≠ v) (hw : ∀ n, e n ≠ w)
    (hT : (twoPhotonTensor a b e v w)ᵀ = -twoPhotonTensor a b e v w) (i j : Fin 3) :
    twoPhotonTensor a b e v w i j =
      ((v : ℂ) - w) / 2 * ∑ n, (a n i * b n j - a n j * b n i) /
        (((e n : ℂ) - v) * ((e n : ℂ) - w)) := by
  have h := twoPhotonTensor_sub_swap a b e v w hv hw i j
  have h2 : twoPhotonTensor a b e v w j i = -twoPhotonTensor a b e v w i j :=
    congrFun (congrFun hT i) j
  linear_combination (h + h2) / 2
```

The antisymmetric case does occur with a nonzero tensor. Take two states of energy $2$ with vectors $(x,y)$ and $(y,-x)$, and photon energies $0$ and $1$. The denominators are $2$ and $1$, so

$$T_{01}=\tfrac12-1=-\tfrac12,\qquad T_{10}=1-\tfrac12=\tfrac12,$$

and all other components vanish. A photon of zero energy is not physical, but the tensor depends only on the differences $e_n-v$ and $e_n-w$: two states of energy $3$ with the same vectors, and photons of energies $1$ and $2$, give the same tensor. The proof evaluates the nine entries one by one.

```lean
/-- Two intermediate states of energy 2, with transition vectors `x, y` and `y, -x`, give a
nonzero antisymmetric tensor at photon energies 0 and 1. -/
theorem antisymmetric_channel_witness :
    twoPhotonTensor ![![1, 0, 0], ![0, 1, 0]] ![![0, 1, 0], ![-1, 0, 0]]
      (fun _ : Fin 2 => 2) 0 1 = !![0, -1 / 2, 0; 1 / 2, 0, 0; 0, 0, 0] := by
  ext i j
  fin_cases i <;> fin_cases j <;>
    norm_num [twoPhotonTensor, Fin.sum_univ_two]

end

end TwoPhotonRankOne
```

```lean
#print axioms TwoPhotonRankOne.axialVector_rotation
#print axioms TwoPhotonRankOne.axialVector_twoPhotonTensor
#print axioms TwoPhotonRankOne.single_state_eq_zero_iff
#print axioms TwoPhotonRankOne.antisymmetric_channel
```

```
'TwoPhotonRankOne.axialVector_rotation' depends on axioms: [propext, Classical.choice, Quot.sound]
'TwoPhotonRankOne.axialVector_twoPhotonTensor' depends on axioms: [propext, Classical.choice, Quot.sound]
'TwoPhotonRankOne.single_state_eq_zero_iff' depends on axioms: [propext, Classical.choice, Quot.sound]
'TwoPhotonRankOne.antisymmetric_channel' depends on axioms: [propext, Classical.choice, Quot.sound]
```
